# Exchange formula for an invertible real cluster matrix: the mixed derivative of log |det| is −tr(A τ_ij B τ_ji)

Without a closed formula, the interaction between small changes at two sites of a cluster can be estimated by differencing four nearly equal log-determinants. Their rounding errors are then divided by the product of two small steps, and every pair of sites needs new determinants. For an invertible real matrix \(M\), one inverse \(\tau=M^{-1}\) serves all pairs:

\[
\left.\frac{\partial}{\partial y}\frac{\partial}{\partial x}\log|\det(M+xA_i+yB_j)|\right|_{x=y=0}=-\operatorname{tr}(A\,\tau_{ij}\,B\,\tau_{ji}).
\]

Here \(A_i\) is the cluster matrix with \(A\) in the diagonal block of site \(i\) and zeros elsewhere, \(B_j\) is the same for \(B\) at site \(j\), and \(\tau_{ij}\) is the block of \(\tau\) leading from site \(j\) to site \(i\).

In multiple-scattering theory \(M\) is the inverse single-site scattering matrix minus the structure constants, and traces of this form appear in the integrand for magnetic exchange constants. The result concerns a finite cluster of independent electrons with \(M\) fixed at one energy; the energy integral and prefactor that define an exchange constant are not included.

## Real entries and a finite cluster

Sites form a finite type `ι` and the orbitals on each site a finite type `n`, so a cluster matrix is indexed by pairs `ι × n`. All sites carry the same orbital set.

```lean
import Mathlib

open Matrix Filter Topology

namespace MagneticExchange

noncomputable section

variable {ι n m : Type*} [Fintype ι] [DecidableEq ι] [Fintype n] [DecidableEq n]
  [Fintype m] [DecidableEq m]
```

`siteBlock T i j` is \(T_{ij}\), and `onSite i A` is \(A_i\).

```lean
/-- The block of a cluster matrix that connects site `j` to site `i`. -/
def siteBlock (T : Matrix (ι × n) (ι × n) ℝ) (i j : ι) : Matrix n n ℝ :=
  Matrix.of fun a b => T (i, a) (j, b)

/-- The cluster matrix whose only nonzero block is `A`, on the diagonal at site `i`. -/
def onSite (i : ι) (A : Matrix n n ℝ) : Matrix (ι × n) (ι × n) ℝ :=
  Matrix.of fun p q => if p.1 = i ∧ q.1 = i then A p.2 q.2 else 0
```

Real entries make the determinant real, and the modulus lets it have either sign.

```lean
/-- Logarithm of the modulus of the cluster determinant, with `x A` added at site `i`
and `y B` added at site `j`. -/
def perturbedLogDet (M : Matrix (ι × n) (ι × n) ℝ) (i j : ι) (A B : Matrix n n ℝ)
    (x y : ℝ) : ℝ :=
  Real.log |(M + x • onSite i A + y • onSite j B).det|
```

Calculations at complex energy need a complex \(M\). The statement could have been modelled with complex matrices and the principal logarithm of \(\det(M+xA_i+yB_j)/\det M\), which is smooth near \(x=y=0\) because the ratio starts at 1. The trace formula would keep its form but become complex, and its imaginary part, which enters the energy integral, would be available. Keeping \(\log|\det|\) for complex matrices would give only the real part.

For a collinear magnet the orbital type is doubled to `n ⊕ n`, with one copy for each spin.

```lean
/-- The cluster matrix of a collinear magnet: `U` acts on spin up, `D` on spin down,
and the two spins are not coupled. -/
def collinear (U D : Matrix (ι × n) (ι × n) ℝ) :
    Matrix (ι × (n ⊕ n)) (ι × (n ⊕ n)) ℝ :=
  Matrix.of fun p q =>
    Matrix.fromBlocks (siteBlock U p.1 q.1) 0 0 (siteBlock D p.1 q.1) p.2 q.2
```

## A nonzero determinant

For a cluster in free space, at an energy below the potential outside it, \(\det M=0\) is the condition for a bound state. The hypothesis `h : M.det ≠ 0` keeps away from such energies. It enters by hand three times.

First, for invertible \(N\),

\[
\det(N+xV)=\det N\,\det(1+xN^{-1}V)=\det N\,\bigl(1+x\operatorname{tr}(N^{-1}V)+O(x^2)\bigr),
\]

so dividing the derivative by \(\det N\) gives \(\operatorname{tr}(N^{-1}V)\) for the derivative of \(\log|\det(N+xV)|\) at \(x=0\). The proof writes the remainder as a polynomial times \(x^2\), then differentiates the product and the logarithm.

```lean
/-- First-order change of the logarithm of a determinant: the derivative of
`log |det (N + x V)|` at `x = 0` is the trace of `N⁻¹ V`. -/
theorem hasDerivAt_log_det (N V : Matrix m m ℝ) (h : N.det ≠ 0) :
    HasDerivAt (fun x : ℝ => Real.log |(N + x • V).det|) (N⁻¹ * V).trace 0 := by
  -- expand the determinant to first order, with a polynomial remainder
  obtain ⟨p, hp⟩ : ∃ p : Polynomial ℝ, ∀ r : ℝ, (1 + r • (N⁻¹ * V)).det
      = 1 + (N⁻¹ * V).trace * r + p.eval r * r ^ 2 :=
    ⟨_, fun r => Matrix.det_one_add_smul r (N⁻¹ * V)⟩
  have hf : (fun x : ℝ => (N + x • V).det)
      = fun x => N.det * (1 + (N⁻¹ * V).trace * x + p.eval x * x ^ 2) := by
    funext x
    rw [← hp x, ← Matrix.det_mul, Matrix.mul_add, Matrix.mul_one, Matrix.mul_smul,
      ← Matrix.mul_assoc, Matrix.mul_nonsing_inv _ h.isUnit, Matrix.one_mul]
  have hd : HasDerivAt (fun x : ℝ => (N + x • V).det) (N.det * (N⁻¹ * V).trace) 0 := by
    rw [hf]
    have hlin : HasDerivAt (fun x : ℝ => 1 + (N⁻¹ * V).trace * x) (N⁻¹ * V).trace 0 :=
      (((hasDerivAt_id' (0 : ℝ)).const_mul _).const_add 1).congr_deriv (mul_one _)
    have hq := (p.hasDerivAt 0).fun_mul (hasDerivAt_pow 2 (0 : ℝ))
    exact ((hlin.fun_add hq).const_mul N.det).congr_deriv (by simp)
  simp only [Real.log_abs]
  refine (hd.log (by simpa using h)).congr_deriv ?_
  simp only [zero_smul, add_zero]
  exact mul_div_cancel_left₀ _ h
```

Second, \(\tau\) must exist for the Dyson equation. Expanding the middle factor of \((M+W)^{-1}(M+W)M^{-1}=M^{-1}\) gives

\[
(M+W)^{-1}=M^{-1}-(M+W)^{-1}WM^{-1}.
\]

```lean
/-- Dyson equation: the propagator of the perturbed cluster in terms of the unperturbed
propagator and the perturbation `W`. -/
theorem dyson (M W : Matrix m m ℝ) (h : M.det ≠ 0) (hW : (M + W).det ≠ 0) :
    (M + W)⁻¹ = M⁻¹ - (M + W)⁻¹ * W * M⁻¹ := by
  have h1 := Matrix.nonsing_inv_mul (M + W) hW.isUnit
  have h2 := Matrix.mul_nonsing_inv M h.isUnit
  have e : (M + W)⁻¹ * (M + W) * M⁻¹
      = (M + W)⁻¹ * (M * M⁻¹) + (M + W)⁻¹ * W * M⁻¹ := by
    rw [Matrix.mul_add, Matrix.add_mul, Matrix.mul_assoc _ M]
  rw [h1, h2, Matrix.one_mul, Matrix.mul_one] at e
  exact eq_sub_of_add_eq e.symm
```

Third, the determinant is continuous, so \(M+yW\) stays invertible for small \(y\).

```lean
/-- An invertible cluster matrix stays invertible under every sufficiently weak
perturbation `y W`. -/
theorem eventually_det_ne_zero (M W : Matrix m m ℝ) (h : M.det ≠ 0) :
    ∀ᶠ y : ℝ in 𝓝 0, (M + y • W).det ≠ 0 := by
  have hc : Continuous fun y : ℝ => (M + y • W).det :=
    (continuous_const.add (continuous_id.smul continuous_const)).matrix_det
  exact hc.continuousAt.eventually_ne (by simpa using h)
```

Now set \(g(y)=\operatorname{tr}((M+yW)^{-1}V)\). For small \(y\neq0\), the Dyson equation gives the difference quotient exactly:

\[
\frac{g(y)-g(0)}{y}=-\operatorname{tr}\bigl((M+yW)^{-1}W\tau V\bigr)\;\longrightarrow\;-\operatorname{tr}(\tau W\tau V).
\]

The limit uses continuity of the inverse at \(y=0\), which the proof obtains from the adjugate divided by the determinant (`hinv`). The equation `e` is the exact quotient before division by \(y\).

```lean
/-- Linear response of the propagator, traced against `V`, to a perturbation `y W`. -/
theorem hasDerivAt_trace_inv (M W V : Matrix m m ℝ) (h : M.det ≠ 0) :
    HasDerivAt (fun y : ℝ => ((M + y • W)⁻¹ * V).trace)
      (-(M⁻¹ * W * M⁻¹ * V).trace) 0 := by
  have hc : Continuous fun y : ℝ => M + y • W :=
    continuous_const.add (continuous_id.smul continuous_const)
  have hinv : ContinuousAt (fun y : ℝ => (M + y • W)⁻¹) 0 := by
    simp only [Matrix.inv_def, Ring.inverse_eq_inv']
    exact (hc.matrix_det.continuousAt.inv₀ (by simpa using h)).smul
      hc.matrix_adjugate.continuousAt
  have hg : Continuous fun X : Matrix m m ℝ => -(X * W * M⁻¹ * V).trace :=
    ((((continuous_id.matrix_mul continuous_const).matrix_mul
      continuous_const).matrix_mul continuous_const).matrix_trace).neg
  have hlim : Tendsto (fun y : ℝ => -((M + y • W)⁻¹ * W * M⁻¹ * V).trace) (𝓝[≠] 0)
      (𝓝 (-(M⁻¹ * W * M⁻¹ * V).trace)) := by
    have := ((hg.tendsto _).comp hinv).mono_left (nhdsWithin_le_nhds (s := {0}ᶜ))
    simpa only [Function.comp_def, zero_smul, add_zero] using this
  rw [hasDerivAt_iff_tendsto_slope_zero]
  refine hlim.congr' ?_
  filter_upwards [nhdsWithin_le_nhds (eventually_det_ne_zero M W h),
    self_mem_nhdsWithin] with y hy hy0
  have hy0' : y ≠ 0 := hy0
  -- the Dyson equation gives the difference quotient exactly
  have e : ((M + y • W)⁻¹ * V).trace
      = (M⁻¹ * V).trace - y * ((M + y • W)⁻¹ * W * M⁻¹ * V).trace := by
    conv_lhs => rw [dyson M (y • W) h hy]
    simp only [Matrix.sub_mul, Matrix.mul_smul, Matrix.smul_mul, Matrix.trace_sub,
      Matrix.trace_smul, smul_eq_mul]
  simp only [zero_add, zero_smul, add_zero, smul_eq_mul]
  rw [e, sub_sub_cancel_left, mul_neg, inv_mul_cancel_left₀ hy0']
```

If \(\det M=0\), the result can fail. For one site with one orbital, \(M=0\) and nonzero numbers \(A,B\), the \(x\)-derivative of \(\log|xA+yB|\) at \(x=0\) is \(A/(yB)\), which diverges as \(y\to0\).

## Perturbations confined to single sites

Each perturbation represents a change in one scatterer, such as a small tilt of its moment, with the structure constants unchanged. By hand, this is what shrinks the cluster trace. Taking \(V=A_i\) and \(W=B_j\), cyclicity turns the limit into \(-\operatorname{tr}(A_i\tau B_j\tau)\). The block \((A_i\tau)_{kl}\) vanishes unless \(k=i\), where it equals \(A\tau_{il}\). Hence

\[
\operatorname{tr}(A_i\tau B_j\tau)=\sum_{k,l}\operatorname{tr}\bigl((A_i\tau)_{kl}(B_j\tau)_{lk}\bigr)=\operatorname{tr}(A\tau_{ij}B\tau_{ji}).
\]

The next two lemmas are these two steps; `Fintype.sum_eq_single` selects \(k=i\) and then \(l=j\).

```lean
omit [DecidableEq n] in
/-- Entries of a single-site perturbation times a cluster matrix: only rows on the
perturbed site survive. -/
theorem onSite_mul_apply (T : Matrix (ι × n) (ι × n) ℝ) (i k : ι) (A : Matrix n n ℝ)
    (a : n) (q : ι × n) :
    (onSite i A * T) (k, a) q = if k = i then ∑ b, A a b * T (i, b) q else 0 := by
  rw [Matrix.mul_apply, Fintype.sum_prod_type, Finset.sum_comm]
  by_cases h : k = i <;> simp [onSite, h]

omit [DecidableEq n] in
/-- The cluster trace of two single-site perturbations joined by propagators is a trace
over the orbitals of one site. -/
theorem trace_onSite (T : Matrix (ι × n) (ι × n) ℝ) (i j : ι) (A B : Matrix n n ℝ) :
    (onSite i A * T * (onSite j B * T)).trace
      = (A * siteBlock T i j * (B * siteBlock T j i)).trace := by
  change ∑ p, ∑ q, (onSite i A * T) p q * (onSite j B * T) q p
    = ∑ a, ∑ b, (A * siteBlock T i j) a b * (B * siteBlock T j i) b a
  simp only [Fintype.sum_prod_type, onSite_mul_apply]
  refine (Fintype.sum_eq_single i ?_).trans ?_
  · intro k hk
    simp [hk]
  refine Finset.sum_congr rfl fun a _ => ?_
  refine (Fintype.sum_eq_single j ?_).trans ?_
  · intro l hl
    simp [hl]
  simp [Matrix.mul_apply, siteBlock]
```

For perturbations spread over several sites, the full trace \(-\operatorname{tr}(V\tau W\tau)\) remains.

The main theorem has two parts. For all \(y\) near 0, the log-determinant is differentiable in \(x\) at 0; this matters because Lean's `deriv` returns 0 where no derivative exists. The resulting function of \(y\) then has the stated derivative at 0. The proof applies the determinant lemma at each small \(y\), differentiates the trace, and reduces it to site blocks.

```lean
/-- Exchange formula: for an invertible cluster matrix `M` with `τ = M⁻¹`, the mixed
derivative of `log |det|` with respect to perturbations `A` at site `i` and `B` at site `j`
exists and equals `-tr (A τ_ij B τ_ji)`. -/
theorem exchange_formula (M : Matrix (ι × n) (ι × n) ℝ) (h : M.det ≠ 0) (i j : ι)
    (A B : Matrix n n ℝ) :
    (∀ᶠ y in 𝓝 (0 : ℝ),
      DifferentiableAt ℝ (fun x => perturbedLogDet M i j A B x y) 0) ∧
    HasDerivAt (fun y => deriv (fun x => perturbedLogDet M i j A B x y) 0)
      (-(A * siteBlock M⁻¹ i j * B * siteBlock M⁻¹ j i).trace) 0 := by
  -- the first derivative, at every small value of the second perturbation
  have hev : ∀ᶠ y in 𝓝 (0 : ℝ), HasDerivAt (fun x => perturbedLogDet M i j A B x y)
      ((M + y • onSite j B)⁻¹ * onSite i A).trace 0 := by
    filter_upwards [eventually_det_ne_zero M (onSite j B) h] with y hy
    have hl := hasDerivAt_log_det (M + y • onSite j B) (onSite i A) hy
    have e : (fun x => perturbedLogDet M i j A B x y)
        = fun x : ℝ => Real.log |(M + y • onSite j B + x • onSite i A).det| := by
      funext x
      rw [perturbedLogDet, add_right_comm]
    rw [e]
    exact hl
  refine ⟨hev.mono fun y hy => hy.differentiableAt, ?_⟩
  have hr := hasDerivAt_trace_inv M (onSite j B) (onSite i A) h
  refine (hr.congr_of_eventuallyEq (hev.mono fun y hy => hy.deriv)).congr_deriv ?_
  -- reduce the cluster trace to site blocks
  have t := trace_onSite M⁻¹ i j A B
  rw [Matrix.trace_mul_comm (M⁻¹ * onSite j B * M⁻¹)]
  simp only [Matrix.mul_assoc] at t ⊢
  rw [t]
```

The sites need not differ. Added terms in \(x^2\) or \(y^2\) would not change the mixed derivative at \(x=y=0\), but an added term \(xyC\) would contribute \(\operatorname{tr}(\tau C)\). Such a mixed term can arise when \(x\) and \(y\) both rotate the moment of the same site.

## Two uncoupled spins and a spin-flip change

In a collinear magnet without spin-orbit coupling, \(M\) splits into a spin-up matrix \(U\) and a spin-down matrix \(D\). Both must be invertible, since \(\det M=\det U\det D\); if either is singular, the failure described above can return. The propagator then splits too, with \(\tau^\uparrow=U^{-1}\) and \(\tau^\downarrow=D^{-1}\). The proof checks this by multiplying the proposed inverse by \(M\), entry by entry in spin.

```lean
/-- The propagator of a collinear magnet is collinear, with the spin-up and spin-down
propagators as its two parts. -/
theorem collinear_mul_inv (U D : Matrix (ι × n) (ι × n) ℝ) (hU : U.det ≠ 0)
    (hD : D.det ≠ 0) : collinear U D * collinear U⁻¹ D⁻¹ = 1 := by
  have hmul : collinear U D * collinear U⁻¹ D⁻¹ = collinear (U * U⁻¹) (D * D⁻¹) := by
    ext ⟨i, a⟩ ⟨j, b⟩
    rcases a with a | a <;> rcases b with b | b <;>
      simp [collinear, siteBlock, Matrix.mul_apply, Fintype.sum_prod_type]
  rw [hmul, Matrix.mul_nonsing_inv _ hU.isUnit, Matrix.mul_nonsing_inv _ hD.isUnit]
  ext ⟨i, a⟩ ⟨j, b⟩
  rcases a with a | a <;> rcases b with b | b <;>
    simp [collinear, siteBlock, Matrix.one_apply]
```

Take the moments along the \(z\) axis. A small tilt of a moment towards the \(x\) axis changes its scatterer, to first order, by a matrix with equal spin-flip blocks, \(a\) at site \(i\) and \(b\) at site \(j\). (A tilt towards \(y\) would give imaginary blocks of opposite sign, which the real matrices here do not cover.) By hand,

\[
\begin{pmatrix}0&a\\a&0\end{pmatrix}\tau_{ij}\begin{pmatrix}0&b\\b&0\end{pmatrix}\tau_{ji}
=\begin{pmatrix}a\tau^\downarrow_{ij}b\tau^\uparrow_{ji}&0\\0&a\tau^\uparrow_{ij}b\tau^\downarrow_{ji}\end{pmatrix},
\]

and minus the trace is the mixed derivative. Each term pairs opposite spins. In the proof, `hdet` derives invertibility of the full matrix from the product, `hblock` gives the spin-diagonal blocks of \(\tau\), and `Matrix.fromBlocks_multiply` carries out the multiplication above.

```lean
/-- Exchange formula for a collinear magnet: for spin-flip perturbations `a` at site `i`
and `b` at site `j`, the mixed derivative of `log |det|` pairs a spin-up propagator with a
spin-down propagator. -/
theorem collinear_exchange (U D : Matrix (ι × n) (ι × n) ℝ) (hU : U.det ≠ 0)
    (hD : D.det ≠ 0) (i j : ι) (a b : Matrix n n ℝ) :
    HasDerivAt (fun y => deriv (fun x => perturbedLogDet (collinear U D) i j
        (Matrix.fromBlocks 0 a a 0) (Matrix.fromBlocks 0 b b 0) x y) 0)
      (-((a * siteBlock U⁻¹ i j * b * siteBlock D⁻¹ j i).trace
        + (a * siteBlock D⁻¹ i j * b * siteBlock U⁻¹ j i).trace)) 0 := by
  have hprod := collinear_mul_inv U D hU hD
  have hdet : (collinear U D).det ≠ 0 := by
    intro h0
    have h1 := congrArg Matrix.det hprod
    rw [Matrix.det_mul, h0, zero_mul, Matrix.det_one] at h1
    exact zero_ne_one h1
  have hblock : ∀ k l : ι, siteBlock (collinear U D)⁻¹ k l
      = Matrix.fromBlocks (siteBlock U⁻¹ k l) 0 0 (siteBlock D⁻¹ k l) := by
    intro k l
    rw [Matrix.inv_eq_right_inv hprod]
    rfl
  refine (exchange_formula (collinear U D) hdet i j _ _).2.congr_deriv ?_
  -- multiply out the two-by-two spin structure
  rw [hblock, hblock]
  have htr : ∀ P Q : Matrix n n ℝ,
      (Matrix.fromBlocks P 0 0 Q).trace = P.trace + Q.trace := by
    intro P Q
    simp [Matrix.trace, Fintype.sum_sum_type]
  simp only [Matrix.fromBlocks_multiply, Matrix.zero_mul, Matrix.mul_zero, zero_add,
    add_zero]
  rw [htr]
  ring

end

end MagneticExchange
```

If \(M\) coupled the spins, \(\tau\) could have spin-flip blocks of its own, and the general formula would have to be used with all four spin blocks.

```lean
#print axioms MagneticExchange.exchange_formula
#print axioms MagneticExchange.collinear_exchange
```

```
'MagneticExchange.exchange_formula' depends on axioms: [propext, Classical.choice, Quot.sound]
'MagneticExchange.collinear_exchange' depends on axioms: [propext, Classical.choice, Quot.sound]
```
